# For fixed area and positive side energy, a rectangular crystal on a substrate has a least-energy shape exactly when the substrate energy is below top plus interface energy

A small crystal sits on a flat substrate and can change its shape while keeping its amount of material. Spreading out covers more of the substrate, which removes bare substrate surface but creates top surface and interface. Growing taller creates side surface. Does some shape have the least energy, or does the crystal keep spreading?

Consider a two-dimensional crystal with rectangular cross-section, of width w and height h, and area w h = A. Let s be the energy per unit length of each side, t that of the top, i that of the interface, and b that of the bare substrate. Measured from the uncovered substrate, the energy is

E = 2 s h + t w + i w − b w = 2 s h + c w, with c = t + i − b.

For A > 0 and s > 0 the answer depends on the sign of c:

- If c > 0, exactly one rectangle has the least energy, and h/w = c/(2s).
- If c = 0, the infimum of the energy is zero and no rectangle reaches it.
- If c < 0, the energy has no lower bound.

Winterbottom's construction finds the best shape of a supported crystal among all shapes, for a surface energy that depends on orientation. The competition here is among rectangles resting on one side. That a real crystal shows only these facets is an assumption of the model. With this restriction to two-dimensional rectangles, the result shows how computed surface and interface energies, for instance from electronic-structure calculations, translate into the aspect ratio of a supported particle.

## Rectangles and their energy

```lean
import Mathlib

namespace WinterbottomRectangle

noncomputable section

/-- The rectangles (width, height) with positive sides and area `A`. -/
def shapes (A : ℝ) : Set (ℝ × ℝ) := {p | 0 < p.1 ∧ 0 < p.2 ∧ p.1 * p.2 = A}

/-- Energy of a rectangular crystal on a substrate: two sides (`s`), the top (`t`) and the
interface (`i`), minus the bare substrate surface (`b`) that the crystal covers. -/
def energy (s t i b : ℝ) (p : ℝ × ℝ) : ℝ :=
  2 * s * p.2 + t * p.1 + i * p.1 - b * p.1

/-- Net energy per unit width: top plus interface minus substrate energy. -/
def baseCost (t i b : ℝ) : ℝ := t + i - b

/-- The rectangle of area `A` and width `√(2sA/c)`, for `s`, `c` and `A` positive. -/
def equilibriumShape (s c A : ℝ) : ℝ × ℝ :=
  (Real.sqrt (2 * s * A / c), A / Real.sqrt (2 * s * A / c))

variable {s t i b A : ℝ} {p q : ℝ × ℝ}

/-- The energy is the side cost `2 s h` plus the net base cost `c w`. -/
theorem energy_eq (s t i b : ℝ) (p : ℝ × ℝ) :
    energy s t i b p = 2 * s * p.2 + baseCost t i b * p.1 := by
  unfold energy baseCost
  ring
```

A shape is a pair `p` of real numbers, with `p.1` the width and `p.2` the height. The set `shapes A` contains the pairs with positive entries and product `A`. This `A` is the cross-sectional area, the two-dimensional stand-in for volume, and not the contact area with the substrate.

The number c is `baseCost t i b`. Despite its name it includes the top face, because the top grows with the width just as the interface does. The energies `t`, `i` and `b` may be any real numbers; only their combination c matters, as `energy_eq` shows. Edge energies and elastic strain are absent, and the substrate extends without limit. Detachment is left out too: if the bottom face, once free, costs t like the top, a crystal with i > b + t would lower its energy by leaving the substrate.

## Fixed positive area: A > 0

Fixing A means that no material is gained or lost while the shape relaxes. In the derivation, the constraint turns the product of the two energy terms into a constant:

E² = (2sh + cw)² = (2sh − cw)² + 4 · 2sh · cw = (2sh − cw)² + 8scA.

The constraint also makes the aspect ratio a complete description of the shape. If h/w = r, then A = r w², and this has only one positive solution w.

```lean
/-- A positive width `w` and the height `A / w` form a rectangle of area `A > 0`. -/
theorem mem_of_width {w : ℝ} (hA : 0 < A) (hw : 0 < w) : (w, A / w) ∈ shapes A := by
  have h : w * (A / w) = A := by field_simp
  exact ⟨hw, div_pos hA hw, h⟩

/-- Two rectangles of the same area and the same aspect ratio are equal. -/
theorem shape_ext (hp : p ∈ shapes A) (hq : q ∈ shapes A)
    (h : p.2 / p.1 = q.2 / q.1) : p = q := by
  obtain ⟨hp1, hp2, hp⟩ := hp
  obtain ⟨hq1, hq2, hq⟩ := hq
  have hA : 0 < A := by
    rw [← hp]
    exact mul_pos hp1 hp2
  rw [div_eq_div_iff hp1.ne' hq1.ne'] at h
  -- equal ratio and equal area force equal squared widths
  have hsq : p.1 ^ 2 = q.1 ^ 2 := by
    apply mul_left_cancel₀ hA.ne'
    linear_combination (-p.1 ^ 2) * hq + q.1 ^ 2 * hp - p.1 * q.1 * h
  have h1 : p.1 = q.1 := (sq_eq_sq₀ hp1.le hq1.le).1 hsq
  have h2 : p.2 = q.2 := by
    apply mul_left_cancel₀ hp1.ne'
    rw [hp, h1, hq]
  exact Prod.ext h1 h2

/-- At fixed area the squared energy is a constant plus the squared imbalance between
side cost and base cost. -/
theorem energy_sq (hp : p ∈ shapes A) :
    energy s t i b p ^ 2 =
      8 * s * baseCost t i b * A + (2 * s * p.2 - baseCost t i b * p.1) ^ 2 := by
  obtain ⟨_, _, h⟩ := hp
  rw [energy_eq, ← h]
  ring
```

The lemma `mem_of_width` supplies a rectangle for every positive width, which is where A > 0 enters: the height A/w must be positive. `shape_ext` is the statement about aspect ratios. For two rectangles p and q, equal ratios give h_p w_q = h_q w_p, so

A w_p² = w_p² w_q h_q = w_p w_q · h_p w_q = A w_q².

Cancelling A and using that widths are positive gives equal widths, and then equal heights. `energy_sq` is the identity for E², obtained by replacing A with the product of the sides and expanding.

For A ≤ 0 there are no shapes at all, and each of the three claims fails: there is no minimizer to find, and the empty set of energies is bounded below but has no greatest lower bound among the real numbers.

## Positive side energy: s > 0

A positive s means that creating side surface costs energy, so it penalises tall crystals. When c > 0 as well, both terms of E are positive, and E is the positive square root of the expression above. Since a square is never negative,

E ≥ √(8scA).

Equality holds exactly when 2sh − cw = 0. Dividing by 2sw, which is positive, gives h/w = c/(2s).

```lean
/-- For positive side energy and positive base cost `c`, the energy is at least `√(8 s c A)`,
with equality exactly at the aspect ratio `h / w = c / (2 s)`. -/
theorem energy_bound (hs : 0 < s) (hc : 0 < baseCost t i b) (hp : p ∈ shapes A) :
    Real.sqrt (8 * s * baseCost t i b * A) ≤ energy s t i b p ∧
    (energy s t i b p = Real.sqrt (8 * s * baseCost t i b * A) ↔
      p.2 / p.1 = baseCost t i b / (2 * s)) := by
  have hsq := energy_sq (s := s) (t := t) (i := i) (b := b) hp
  obtain ⟨h1, h2, h3⟩ := hp
  have hA : 0 < A := by
    rw [← h3]
    exact mul_pos h1 h2
  have hE : 0 ≤ energy s t i b p := by
    rw [energy_eq]
    positivity
  have h2s : 2 * s ≠ 0 := by positivity
  refine ⟨Real.sqrt_le_iff.2 ⟨hE, ?_⟩, ?_⟩
  · rw [hsq]
    exact le_add_of_nonneg_right (sq_nonneg _)
  rw [div_eq_div_iff h1.ne' h2s]
  constructor
  · intro h
    rw [h, Real.sq_sqrt (by positivity)] at hsq
    have h0 : (2 * s * p.2 - baseCost t i b * p.1) ^ 2 = 0 := by linarith
    have h4 := (pow_eq_zero_iff two_ne_zero).1 h0
    linarith
  · intro h
    have h0 : 2 * s * p.2 - baseCost t i b * p.1 = 0 := by linarith
    have h4 : energy s t i b p ^ 2 = 8 * s * baseCost t i b * A := by
      rw [hsq, h0]
      ring
    rw [← h4, Real.sqrt_sq hE]
```

The theorem `energy_bound` contains both statements. The hypotheses `hs` and `hc` together make the energy nonnegative, so that comparing squares is the same as comparing energies, and `hs` allows the division by 2s. The two directions of the equivalence then follow the derivation: an energy equal to the bound forces the square to vanish, and the stated ratio makes it vanish.

If s = 0 and c > 0, the energy is just cw. Ever narrower and taller rectangles bring it towards zero without reaching it, so no least-energy shape exists. If s = 0 and c = 0, every rectangle has energy zero, and the infimum is attained by all of them. These remarks on s = 0, like those on A ≤ 0, rest on the short arguments given and not on a Lean theorem.

## Positive net base cost: c > 0

The condition c > 0 says that covering a unit length of substrate with crystal costs energy overall: the new top and interface together cost more than the bare surface they replace. Width and height are then both penalised, and a compromise is possible.

To see that the lower bound is reached, put h = cw/(2s) into wh = A. This gives

w = √(2sA/c), h = A/w = √(cA/(2s)), E = √(8scA).

```lean
/-- For positive `s`, `c` and `A` the equilibrium shape has area `A` and aspect ratio
`c / (2 s)`. -/
theorem equilibriumShape_spec {c : ℝ} (hs : 0 < s) (hc : 0 < c) (hA : 0 < A) :
    equilibriumShape s c A ∈ shapes A ∧
    (equilibriumShape s c A).2 / (equilibriumShape s c A).1 = c / (2 * s) := by
  have hx : 0 < 2 * s * A / c := by positivity
  refine ⟨mem_of_width hA (Real.sqrt_pos.2 hx), ?_⟩
  change A / Real.sqrt (2 * s * A / c) / Real.sqrt (2 * s * A / c) = c / (2 * s)
  rw [div_div, Real.mul_self_sqrt hx.le]
  field_simp
```

The lemma `equilibriumShape_spec` checks that this rectangle has area A and the right aspect ratio. The positivity of c makes the number under the root positive. Together with `energy_bound`, the lemma shows that the bound is attained; with `shape_ext`, it shows that only one rectangle attains it.

Without c > 0, one of the two remaining cases applies.

## Zero or negative net base cost: spreading without end

At c = 0, widening the crystal costs nothing at the base, and only the sides contribute:

E = 2sh = 2sA/w > 0.

Given any x > 0, the width w = 4sA/x gives E = x/2, which is below x. The infimum is therefore zero, and no rectangle attains it.

At c < 0, covering the substrate releases energy. Take any proposed lower bound m and choose

w = 1 + (2sA + |m|)/|c|.

Since w ≥ 1, the side cost 2sA/w is at most 2sA, so

E ≤ 2sA − |c| w = −|c| − |m| < m.

No m can be a lower bound. In both cases the rectangles become arbitrarily thin. A real film meets atomic thickness first, and there the continuum energy stops being a good description.

```lean
/-- Winterbottom rectangle with area `A > 0`, side energy `s > 0` and base cost `c`.
For `c > 0` there is exactly one minimizer, and it has `h / w = c / (2 s)`; for `c = 0` the
infimum is zero and is not attained; for `c < 0` the energy is unbounded below. -/
theorem winterbottom (hA : 0 < A) (hs : 0 < s) :
    (0 < baseCost t i b → ∃ p ∈ shapes A, p.2 / p.1 = baseCost t i b / (2 * s) ∧
      ∀ q ∈ shapes A, (IsMinOn (energy s t i b) (shapes A) q ↔ q = p)) ∧
    (baseCost t i b = 0 → IsGLB (energy s t i b '' shapes A) 0 ∧
      ∀ p ∈ shapes A, 0 < energy s t i b p) ∧
    (baseCost t i b < 0 → ¬ BddBelow (energy s t i b '' shapes A)) := by
  refine ⟨fun hc => ?_, fun hc => ?_, fun hc => ?_⟩
  · obtain ⟨hmem, hasp⟩ := equilibriumShape_spec hs hc hA
    have hmin := (energy_bound hs hc hmem).2.2 hasp
    refine ⟨_, hmem, hasp, fun q hq => ⟨fun h => ?_, fun h => ?_⟩⟩
    · -- a minimizer reaches the lower bound, which fixes its aspect ratio
      have hle := isMinOn_iff.1 h _ hmem
      rw [hmin] at hle
      have hr := (energy_bound hs hc hq).2.1 (le_antisymm hle (energy_bound hs hc hq).1)
      exact shape_ext hq hmem (hr.trans hasp.symm)
    · rw [h]
      refine isMinOn_iff.2 fun r hr => ?_
      rw [hmin]
      exact (energy_bound hs hc hr).1
  · have hpos : ∀ p ∈ shapes A, 0 < energy s t i b p := by
      rintro p ⟨_, h2, _⟩
      rw [energy_eq, hc, zero_mul, add_zero]
      positivity
    refine ⟨⟨?_, fun x hx => ?_⟩, hpos⟩
    · rintro _ ⟨p, hp, rfl⟩
      exact (hpos p hp).le
    · -- a wide enough rectangle has energy below any positive x
      by_contra hneg
      have hx0 : 0 < x := not_le.1 hneg
      obtain ⟨w, hw, hxw⟩ : ∃ w : ℝ, 0 < w ∧ x * w = 4 * s * A :=
        ⟨4 * s * A / x, by positivity, by field_simp⟩
      have e : x ≤ energy s t i b (w, A / w) :=
        hx (Set.mem_image_of_mem _ (mem_of_width hA hw))
      rw [energy_eq, hc, zero_mul, add_zero] at e
      have e2 : x * w ≤ 2 * s * (A / w) * w := mul_le_mul_of_nonneg_right e hw.le
      have e3 : 2 * s * (A / w) * w = 2 * s * A := by field_simp
      have e4 : 0 < s * A := mul_pos hs hA
      linarith
  · rintro ⟨m, hm⟩
    have hc0 : baseCost t i b ≠ 0 := hc.ne
    -- choose a width at which the gain at the base beats the side cost and m
    obtain ⟨d, hd⟩ : ∃ d : ℝ, baseCost t i b * d = 2 * s * A + |m| :=
      ⟨(2 * s * A + |m|) / baseCost t i b, by field_simp⟩
    have hK : 0 ≤ 2 * s * A + |m| := by positivity
    have hd0 : d ≤ 0 := by
      by_contra h
      have h' := mul_neg_of_neg_of_pos hc (not_le.1 h)
      linarith
    have hw1 : 1 ≤ 1 - d := by linarith
    have e : m ≤ energy s t i b (1 - d, A / (1 - d)) :=
      hm (Set.mem_image_of_mem _ (mem_of_width hA (by linarith)))
    rw [energy_eq] at e
    dsimp only at e
    have e2 : 2 * s * (A / (1 - d)) ≤ 2 * s * A :=
      mul_le_mul_of_nonneg_left (div_le_self hA.le hw1) (by positivity)
    have e3 : baseCost t i b * (1 - d) = baseCost t i b - (2 * s * A + |m|) := by
      linear_combination -hd
    have e4 := neg_abs_le m
    linarith
```

The theorem `winterbottom` consists of three implications, one for each sign of c.

In the first, `IsMinOn (energy s t i b) (shapes A) q` says that no rectangle of area A has less energy than q. The theorem provides a rectangle p with the stated ratio such that a rectangle q is a minimizer if and only if q = p. This gives existence and uniqueness together. The proof takes p to be the equilibrium shape. Any other minimizer has energy at most that of p, hence equal to the lower bound, hence the same aspect ratio, hence the same sides. Conversely, p is a minimizer because it reaches a bound that holds for every rectangle.

In the second, `IsGLB` says that zero is the greatest lower bound of the set of energies, and the strict inequality beside it says that every shape lies above zero. The proof assumes a positive lower bound x and contradicts it with the width 4sA/x.

In the third, `¬ BddBelow` says that the set of energies has no lower bound. The proof uses the width given above, written as 1 − d with c d = 2sA + |m|. Because c is negative, d is at most zero and the width is at least 1.

## The threshold b < t + i

The condition c > 0 is the same as b < t + i. In physical terms, the crystal keeps a finite shape as long as the bare substrate is cheaper than the two surfaces that would replace it. At or beyond equality the model predicts spreading, its version of complete wetting.

```lean
/-- For positive area and side energy, a rectangle of least energy exists exactly when the
substrate energy is below the sum of top and interface energies. -/
theorem exists_minimizer_iff (hA : 0 < A) (hs : 0 < s) :
    (∃ p ∈ shapes A, IsMinOn (energy s t i b) (shapes A) p) ↔ b < t + i := by
  obtain ⟨hpos, hzero, hneg⟩ := winterbottom (t := t) (i := i) (b := b) hA hs
  constructor
  · rintro ⟨p, hp, hmin⟩
    have hlb : energy s t i b p ∈ lowerBounds (energy s t i b '' shapes A) := by
      rintro _ ⟨q, hq, rfl⟩
      exact isMinOn_iff.1 hmin q hq
    rcases lt_trichotomy (baseCost t i b) 0 with hc | hc | hc
    · exact absurd ⟨_, hlb⟩ (hneg hc)
    · exact absurd ((hzero hc).1.2 hlb) (not_le.2 ((hzero hc).2 p hp))
    · unfold baseCost at hc
      linarith
  · intro h
    have hc : 0 < baseCost t i b := by
      unfold baseCost
      linarith
    obtain ⟨p, hp, _, huniq⟩ := hpos hc
    exact ⟨p, hp, (huniq p hp).2 rfl⟩

end

end WinterbottomRectangle
```

One direction of `exists_minimizer_iff` takes the minimizer from the first case of `winterbottom`. For the other, suppose that a minimizer exists. Its energy is a lower bound for all energies, which excludes c < 0. If c = 0, that lower bound could not exceed the infimum zero, yet every shape has positive energy. Only c > 0 remains.

```lean
#print axioms WinterbottomRectangle.exists_minimizer_iff
```

```
'WinterbottomRectangle.exists_minimizer_iff' depends on axioms: [propext, Classical.choice, Quot.sound]
```

## Width as the only variable

The height could have been eliminated at the start, leaving the function

e(w) = 2sA/w + cw for w > 0.

For c > 0, its derivative c − 2sA/w² vanishes only at w = √(2sA/c), and its second derivative 4sA/w³ is positive, so this is the unique minimum. In that version `shape_ext` would be unnecessary, and uniqueness would come from strict convexity. The area constraint would be hidden in the formula for e, and the aspect ratio would have to be recovered as A/w². Working with pairs keeps both sides of the rectangle visible in the theorem and needs only algebra.
